# The exchange matrix of three fictitious identical particles is positive semidefinite exactly for ξ = ±1 and |ξ| ≤ 1/2

Path-integral simulations of fictitious identical particles weight each permutation $p$ of $N$ particles by $\xi^{N-c(p)}$, where $c(p)$ is the number of cycles: $\xi=1$ gives bosons, $\xi=-1$ fermions and $\xi=0$ distinguishable particles. Whether an intermediate $\xi$ gives every exchange-symmetry sector a nonnegative weight can be read, for $N=3$, from the eigenvalues of the real $6\times6$ matrix

$$G_{pq}=\xi^{\,3-c(p^{-1}q)},$$

with rows and columns labelled by permutations.

For a permutation-invariant Hamiltonian $H$ at inverse temperature $\beta$, the partition function is $\frac16\sum_p \xi^{3-c(p)}\,\mathrm{Tr}(P_p e^{-\beta H})$, where $P_p$ permutes the particles. Representation theory identifies the eigenvalues of $G$, divided by 6, with the sector weights in this trace. That identification is taken from outside the Lean development, which treats $G$ alone.

```lean
import Mathlib

open Matrix Equiv

namespace FictitiousParticles

noncomputable section
```

## Cycles, exchange factors and parity

A cycle is counted at its smallest label: $i$ counts if no iterate $p^k(i)$, $0\le k<n$, lies below it. Fixed points count as cycles.

```lean
/-- The number of cycles of a permutation of `n` labels, fixed points included;
each cycle is counted at its smallest label. -/
def cycles {n : ℕ} (p : Perm (Fin n)) : ℕ :=
  (Finset.univ.filter fun i : Fin n => ∀ k : Fin n, i ≤ (⇑p)^[(k : ℕ)] i).card
```

The type `Perm (Fin 3)` holds the six permutations of the labels 0, 1, 2. The parameter `ξ` is any real number. Lean's $0^0=1$ makes $G$ the identity at $\xi=0$, as distinguishable particles require.

```lean
/-- The exchange matrix of three fictitious identical particles with statistics
parameter `ξ`: its entries are `ξ ^ (3 - cycles (p⁻¹ q))`, with `0 ^ 0 = 1`. -/
def exchangeMatrix (ξ : ℝ) : Matrix (Perm (Fin 3)) (Perm (Fin 3)) ℝ :=
  Matrix.of fun p q => ξ ^ (3 - cycles (p⁻¹ * q))
```

`parity` denotes the sign $s_p=\pm1$, not the label "even" or "odd".

```lean
/-- The parity of a permutation of three particles, as a real number. -/
def parity (p : Perm (Fin 3)) : ℝ := ((Perm.sign p : ℤ) : ℝ)
```

Three permutations are even and three odd, so $s_p^2=1$, $\sum_p s_p=0$ and $\sum_p 1=6$. The constant vector and $s$ are therefore orthogonal, each with squared norm 6.

```lean
/-- Parity squares to one, its sum over the six permutations vanishes, and there
are six permutations. -/
theorem parity_sums : (∀ p, parity p * parity p = 1) ∧ ∑ p, parity p = 0 ∧
    ∑ _p : Perm (Fin 3), (1 : ℝ) = 6 := by
  refine ⟨fun p => ?_, ?_, ?_⟩
  · rcases Int.units_eq_one_or (Perm.sign p) with h | h <;> simp [parity, h]
  · have h : ∑ p : Perm (Fin 3), (Perm.sign p : ℤ) = 0 := by decide +kernel
    unfold parity
    exact_mod_cast h
  · norm_num [Fintype.card_perm, Nat.factorial]
```

## Three kinds of entry

The entry $G_{pq}$ is $1$ if $p=q$, $\xi^2$ if $p\neq q$ have equal sign (they differ by a three-cycle), and $\xi$ if the signs differ (a transposition). We seek $G_{pq}=d\,\delta_{pq}+a+b\,s_ps_q$. The off-diagonal entries require $a+b=\xi^2$ and $a-b=\xi$, and the diagonal requires $d+a+b=1$. Hence

$$d=1-\xi^2,\qquad a=\frac{\xi^2+\xi}{2},\qquad b=\frac{\xi^2-\xi}{2}.$$

In the proof, `decide +kernel` checks the exponents for all pairs, and the three cases follow by algebra.

```lean
/-- The exchange matrix is a combination of the identity, the all-ones matrix and
the outer product of the parity vector with itself. -/
theorem exchangeMatrix_entry (ξ : ℝ) (p q : Perm (Fin 3)) :
    exchangeMatrix ξ p q = (1 - ξ ^ 2) * (if p = q then 1 else 0)
      + (ξ ^ 2 + ξ) / 2 + (ξ ^ 2 - ξ) / 2 * (parity p * parity q) := by
  -- a finite check of the exchange exponents
  have key : ∀ p q : Perm (Fin 3), 3 - cycles (p⁻¹ * q) =
      if p = q then 0 else if Perm.sign p = Perm.sign q then 2 else 1 := by
    decide +kernel
  show ξ ^ (3 - cycles (p⁻¹ * q)) = _
  rw [key]
  by_cases h : p = q
  · subst h
    rw [if_pos rfl, if_pos rfl, parity_sums.1 p]
    ring
  · by_cases hs : Perm.sign p = Perm.sign q
    · have hpq : parity p * parity q = 1 := by
        unfold parity
        rw [← hs]
        exact parity_sums.1 p
      rw [if_neg h, if_neg h, if_pos hs, hpq]
      ring
    · have hpq : parity p * parity q = -1 := by
        rcases Int.units_eq_one_or (Perm.sign p) with hp | hp <;>
          rcases Int.units_eq_one_or (Perm.sign q) with hq | hq <;>
          simp_all [parity]
      rw [if_neg h, if_neg h, if_neg hs, hpq]
      ring
```

For a vector $v$, put $A=\sum_q v_q$ and $B=\sum_q s_qv_q$. Summing the entries against $v$ gives

$$(Gv)_p=(1-\xi^2)v_p+aA+b\,s_pB.$$

```lean
/-- The exchange matrix acts on a vector through its local value, its total sum and
its parity-weighted sum. -/
theorem exchangeMatrix_mulVec (ξ : ℝ) (v : Perm (Fin 3) → ℝ) (p : Perm (Fin 3)) :
    (exchangeMatrix ξ *ᵥ v) p = (1 - ξ ^ 2) * v p + (ξ ^ 2 + ξ) / 2 * ∑ q, v q
      + (ξ ^ 2 - ξ) / 2 * parity p * ∑ q, parity q * v q := by
  calc (exchangeMatrix ξ *ᵥ v) p
      = ∑ q, ((1 - ξ ^ 2) * (if p = q then v q else 0) + (ξ ^ 2 + ξ) / 2 * v q
          + (ξ ^ 2 - ξ) / 2 * parity p * (parity q * v q)) :=
        by
          simp only [Matrix.mulVec, dotProduct]
          refine Finset.sum_congr rfl fun q _ => ?_
          rw [exchangeMatrix_entry]
          split_ifs <;> ring
    _ = _ := by
        rw [Finset.sum_add_distrib, Finset.sum_add_distrib, ← Finset.mul_sum,
          ← Finset.mul_sum, ← Finset.mul_sum, Finset.sum_ite_eq,
          if_pos (Finset.mem_univ p)]
```

## Eigenvalues of the sectors

For the constant vector, $A=6$ and $B=0$, so the eigenvalue is $1-\xi^2+3(\xi^2+\xi)=(1+\xi)(1+2\xi)$.

```lean
/-- The symmetric vector is an eigenvector with eigenvalue `(1 + ξ)(1 + 2ξ)`. -/
theorem symmetric_sector (ξ : ℝ) :
    exchangeMatrix ξ *ᵥ (fun _ => 1) = ((1 + ξ) * (1 + 2 * ξ)) • (fun _ => 1) := by
  funext p
  rw [exchangeMatrix_mulVec]
  simp only [mul_one, Pi.smul_apply, smul_eq_mul]
  rw [parity_sums.2.1, parity_sums.2.2]
  ring
```

For $v=s$, $A=0$ and $B=6$, so it is $1-\xi^2+3(\xi^2-\xi)=(1-\xi)(1-2\xi)$.

```lean
/-- The parity vector is an eigenvector with eigenvalue `(1 - ξ)(1 - 2ξ)`. -/
theorem antisymmetric_sector (ξ : ℝ) :
    exchangeMatrix ξ *ᵥ parity = ((1 - ξ) * (1 - 2 * ξ)) • parity := by
  funext p
  rw [exchangeMatrix_mulVec]
  simp only [parity_sums.1, Pi.smul_apply, smul_eq_mul]
  rw [parity_sums.2.1, parity_sums.2.2]
  ring
```

If $A=B=0$, only the first term survives. This is the mixed sector.

```lean
/-- On vectors orthogonal to the symmetric and the parity vector, the exchange
matrix is multiplication by `1 - ξ²`. -/
theorem mixed_sector (ξ : ℝ) (v : Perm (Fin 3) → ℝ) (hA : ∑ p, v p = 0)
    (hB : ∑ p, parity p * v p = 0) :
    exchangeMatrix ξ *ᵥ v = (1 - ξ ^ 2) • v := by
  funext p
  rw [exchangeMatrix_mulVec, hA, hB, Pi.smul_apply, smul_eq_mul]
  ring
```

## The quadratic form as weighted squares

The formula for $Gv$ gives $v^{T}Gv=(1-\xi^2)\sum_p v_p^2+aA^2+bB^2$. Removing the projections on the constant vector and $s$ leaves $r_p=v_p-A/6-s_pB/6$, with $\sum_p r_p^2=\sum_p v_p^2-A^2/6-B^2/6$. Substitution yields

$$v^{T}Gv=(1-\xi^2)\sum_p r_p^2+\frac{(1+\xi)(1+2\xi)}6A^2+\frac{(1-\xi)(1-2\xi)}6B^2.$$

In the code, `h1` is the first identity and `h2` the second.

```lean
/-- The quadratic form of the exchange matrix is a sum of squares from the mixed,
symmetric and antisymmetric sectors, weighted by polynomials in `ξ`. -/
theorem quadratic_form (ξ : ℝ) (v : Perm (Fin 3) → ℝ) :
    v ⬝ᵥ exchangeMatrix ξ *ᵥ v =
      (1 - ξ ^ 2) * ∑ p, (v p - (∑ q, v q) / 6
        - parity p * (∑ q, parity q * v q) / 6) ^ 2
      + (1 + ξ) * (1 + 2 * ξ) / 6 * (∑ q, v q) ^ 2
      + (1 - ξ) * (1 - 2 * ξ) / 6 * (∑ q, parity q * v q) ^ 2 := by
  obtain ⟨A, hA⟩ : ∃ A, A = ∑ q, v q := ⟨_, rfl⟩
  obtain ⟨B, hB⟩ : ∃ B, B = ∑ q, parity q * v q := ⟨_, rfl⟩
  have h1 : v ⬝ᵥ exchangeMatrix ξ *ᵥ v = (1 - ξ ^ 2) * ∑ p, v p ^ 2
      + (ξ ^ 2 + ξ) / 2 * A * A + (ξ ^ 2 - ξ) / 2 * B * B := by
    calc v ⬝ᵥ exchangeMatrix ξ *ᵥ v
        = ∑ p, ((1 - ξ ^ 2) * v p ^ 2 + (ξ ^ 2 + ξ) / 2 * A * v p
            + (ξ ^ 2 - ξ) / 2 * B * (parity p * v p)) :=
          Finset.sum_congr rfl fun p _ => by
            show v p * (exchangeMatrix ξ *ᵥ v) p = _
            rw [exchangeMatrix_mulVec, ← hA, ← hB]
            ring
      _ = _ := by
          simp only [Finset.sum_add_distrib, ← Finset.mul_sum]
          rw [← hA, ← hB]
  -- remove the projections on the two one-dimensional sectors
  have h2 : ∑ p, (v p - A / 6 - parity p * B / 6) ^ 2
      = ∑ p, v p ^ 2 - A ^ 2 / 6 - B ^ 2 / 6 := by
    calc ∑ p, (v p - A / 6 - parity p * B / 6) ^ 2
        = ∑ p, (v p ^ 2 + (-(A / 3)) * v p + (-(B / 3)) * (parity p * v p)
            + (A * B / 18) * parity p + (A ^ 2 / 36 + B ^ 2 / 36) * 1) :=
          Finset.sum_congr rfl fun p _ => by
            linear_combination (B ^ 2 / 36) * parity_sums.1 p
      _ = _ := by
          rw [Finset.sum_add_distrib, Finset.sum_add_distrib, Finset.sum_add_distrib,
            Finset.sum_add_distrib, ← Finset.mul_sum, ← Finset.mul_sum,
            ← Finset.mul_sum, ← Finset.mul_sum, ← hA, ← hB, parity_sums.2.1,
            parity_sums.2.2]
          ring
  rw [← hA, ← hB, h1, h2]
  ring
```

The test vectors are unnormalised, hence the factors of 6 below; normalised expectation values are the eigenvalues themselves.

```lean
/-- The expectation values of the exchange matrix in the unnormalised symmetric and
parity vectors. -/
theorem sector_expectations (ξ : ℝ) :
    (fun _ => 1) ⬝ᵥ exchangeMatrix ξ *ᵥ (fun _ => 1) = 6 * ((1 + ξ) * (1 + 2 * ξ)) ∧
    parity ⬝ᵥ exchangeMatrix ξ *ᵥ parity = 6 * ((1 - ξ) * (1 - 2 * ξ)) := by
  have h1 : (fun _ : Perm (Fin 3) => (1 : ℝ)) ⬝ᵥ (fun _ => 1) = 6 := by
    simp only [dotProduct, mul_one]
    exact parity_sums.2.2
  have h2 : parity ⬝ᵥ parity = 6 := by
    simp only [dotProduct, parity_sums.1]
    exact parity_sums.2.2
  constructor
  · rw [symmetric_sector, dotProduct_smul, h1, smul_eq_mul, mul_comm]
  · rw [antisymmetric_sector, dotProduct_smul, h2, smul_eq_mul, mul_comm]
```

## Where positivity holds

`PosSemidef` means that $G$ is symmetric and $v^{T}Gv\ge0$ for every real $v$.

Suppose this holds. The vector with $1$ at the identity, $-1$ at a three-cycle and $0$ elsewhere has $A=B=0$, so $1-\xi^2\ge0$. If $\xi\ne\pm1$, then $1+\xi$ and $1-\xi$ are positive, and the constant and parity vectors force $1+2\xi\ge0$ and $1-2\xi\ge0$. Thus $|\xi|\le1/2$.

Conversely, all three eigenvalues are nonnegative for $|\xi|\le1/2$. In the order mixed, symmetric, antisymmetric they are $0,6,0$ at $\xi=1$ and $0,0,6$ at $\xi=-1$. The sum of squares is then nonnegative, and the entry formula shows that $G$ is symmetric.

```lean
/-- For real `ξ`, the exchange matrix of three particles is positive semidefinite
exactly when `ξ = -1`, `ξ = 1` or `|ξ| ≤ 1/2`. -/
theorem exchangeMatrix_posSemidef_iff (ξ : ℝ) :
    (exchangeMatrix ξ).PosSemidef ↔ ξ = -1 ∨ ξ = 1 ∨ |ξ| ≤ 1 / 2 := by
  rw [Matrix.posSemidef_iff_dotProduct_mulVec]
  constructor
  · rintro ⟨-, h⟩
    have hs := h (fun _ => 1)
    have ha := h parity
    rw [star_trivial, (sector_expectations ξ).1] at hs
    rw [star_trivial, (sector_expectations ξ).2] at ha
    -- the identity minus a three-cycle lies in the mixed sector
    obtain ⟨v, hv⟩ : ∃ v : Perm (Fin 3) → ℝ, v = fun p =>
        (if p = 1 then 1 else 0) - (if p = finRotate 3 then 1 else 0) := ⟨_, rfl⟩
    have p1 : parity 1 = 1 := by simp [parity]
    have pc : parity (finRotate 3) = 1 := by
      have hc : Perm.sign (finRotate 3) = 1 := by decide +kernel
      unfold parity
      rw [hc]
      norm_num
    have hA : ∑ p, v p = 0 := by simp [hv, Finset.sum_sub_distrib]
    have hB : ∑ p, parity p * v p = 0 := by
      simp [hv, mul_sub, Finset.sum_sub_distrib, p1, pc]
    have hne : (1 : Perm (Fin 3)) ≠ finRotate 3 := by decide +kernel
    have hv1 : v 1 = 1 := by
      rw [hv]
      show (if (1 : Perm (Fin 3)) = 1 then (1 : ℝ) else 0)
        - (if (1 : Perm (Fin 3)) = finRotate 3 then 1 else 0) = 1
      rw [if_pos rfl, if_neg hne, sub_zero]
    have hpos : 0 < v ⬝ᵥ v := by
      have hle : v 1 * v 1 ≤ ∑ p, v p * v p :=
        Finset.single_le_sum (f := fun p => v p * v p)
          (fun p _ => mul_self_nonneg (v p)) (Finset.mem_univ 1)
      rw [hv1] at hle
      show 0 < ∑ p, v p * v p
      linarith
    have hm := h v
    rw [star_trivial, mixed_sector ξ v hA hB, dotProduct_smul, smul_eq_mul] at hm
    have hξ : 0 ≤ 1 - ξ ^ 2 := by
      by_contra hn
      linarith [mul_neg_of_neg_of_pos (not_le.mp hn) hpos]
    by_cases e1 : ξ = -1
    · exact Or.inl e1
    by_cases e2 : ξ = 1
    · exact Or.inr (Or.inl e2)
    have l1 : -1 < ξ := lt_of_le_of_ne (by nlinarith) (Ne.symm e1)
    have l2 : ξ < 1 := lt_of_le_of_ne (by nlinarith) e2
    exact Or.inr (Or.inr (abs_le.mpr ⟨by nlinarith, by nlinarith⟩))
  · intro h
    -- all three sector weights are nonnegative
    have hw : 0 ≤ 1 - ξ ^ 2 ∧ 0 ≤ (1 + ξ) * (1 + 2 * ξ) ∧
        0 ≤ (1 - ξ) * (1 - 2 * ξ) := by
      rcases h with h | h | h
      · rw [h]; norm_num
      · rw [h]; norm_num
      · obtain ⟨h1, h2⟩ := abs_le.mp h
        exact ⟨by nlinarith, mul_nonneg (by linarith) (by linarith),
          mul_nonneg (by linarith) (by linarith)⟩
    refine ⟨Matrix.IsHermitian.ext fun p q => ?_, fun x => ?_⟩
    · by_cases e : p = q
      · subst e
        exact star_trivial _
      · rw [star_trivial, exchangeMatrix_entry ξ q p, exchangeMatrix_entry ξ p q,
          if_neg (Ne.symm e), if_neg e]
        ring
    · rw [star_trivial, quadratic_form]
      exact add_nonneg (add_nonneg
        (mul_nonneg hw.1 (Finset.sum_nonneg fun _ _ => sq_nonneg _))
        (mul_nonneg (div_nonneg hw.2.1 (by norm_num)) (sq_nonneg _)))
        (mul_nonneg (div_nonneg hw.2.2 (by norm_num)) (sq_nonneg _))
```

For $1/2<\xi<1$, $1-\xi>0$ and $1-2\xi<0$, so the antisymmetric expectation is negative. For $-1<\xi<-1/2$, $1+\xi>0$ and $1+2\xi<0$, so the symmetric one is.

```lean
/-- The antisymmetric sector has a negative expectation value for `1/2 < ξ < 1`, and
the symmetric sector has one for `-1 < ξ < -1/2`. -/
theorem negative_sector_weights (ξ : ℝ) :
    (1 / 2 < ξ → ξ < 1 → parity ⬝ᵥ exchangeMatrix ξ *ᵥ parity < 0) ∧
    (-1 < ξ → ξ < -(1 / 2) →
      (fun _ => 1) ⬝ᵥ exchangeMatrix ξ *ᵥ (fun _ => 1) < 0) := by
  constructor
  · intro h1 h2
    rw [(sector_expectations ξ).2]
    nlinarith [mul_pos (sub_pos.mpr h1) (sub_pos.mpr h2)]
  · intro h1 h2
    rw [(sector_expectations ξ).1]
    nlinarith [mul_pos (sub_pos.mpr h1) (sub_pos.mpr h2)]

end

end FictitiousParticles
```

For simulations of three particles, this means that positive permutation factors, as at $\xi=3/4$, can still give the antisymmetric sector a negative weight. This alone does not make the full partition function negative, since the other sectors contribute too.

```lean
#print axioms FictitiousParticles.exchangeMatrix_posSemidef_iff
#print axioms FictitiousParticles.negative_sector_weights
```

```
'FictitiousParticles.exchangeMatrix_posSemidef_iff' depends on axioms: [propext, Classical.choice, Quot.sound]
'FictitiousParticles.negative_sector_weights' depends on axioms: [propext, Classical.choice, Quot.sound]
```
